# In a one-phonon model, an ellipsoid's squared resonance frequency lies above the linear TO–LO interpolation

## Is the shift proportional to the depolarization factor?

Let $x=\omega^2$ be a squared frequency, and let $T$ and $L$ be the squared transverse and longitudinal optical frequencies of a cubic polar crystal, with $T<L$. The high-frequency dielectric constant, relative to vacuum, is $e>1$. With one polar phonon and no damping, the dielectric function is
$$\varepsilon(x)=\frac{e(L-x)}{T-x},\qquad x\neq T.$$
A small ellipsoid in vacuum, polarized along a principal axis with depolarization factor $N$, resonates when $1+N(\varepsilon(x)-1)=0$. I use the convention in which the three factors of an ellipsoid add up to one, so a sphere has $N=1/3$.

I have $T$, $L$ and $e$ from a density functional perturbation theory calculation on the bulk crystal, and I want the absorption line of a nanocrystal. The depolarization field is $-NP$, so I expected a restoring force proportional to $N$ and a resonance at $T+N(L-T)$. But for $T=1$, $L=2$, $e=4$ the sphere comes out at $x=5/3$, not $4/3$. Where does the straight line fail, is the error always in this direction, and could the equation have a second solution that I have missed?

## Electronic screening depends on the shape too

There is no second solution. For $0<N<1$ the equation has exactly one root, which increases strictly with $N$ and lies strictly between $T+N(L-T)$ and $L$. So the straight line always errs on the low side.

The resonance condition comes from a field that sustains itself. Inside the ellipsoid let the uniform field be $E$ and the polarization $P=(\varepsilon-1)E$, in units with vacuum permittivity one. Without an applied field, the only field is the depolarization field, $E=-NP$. Substitution gives
$$E\,[1+N(\varepsilon-1)]=0,$$
and a nonzero $E$ requires the bracket to vanish. Conversely, if the bracket vanishes, $E=1$ and $P=\varepsilon-1$ satisfy both relations.

Now insert $\varepsilon(x)$ and multiply by $T-x$, which is nonzero away from the pole:
$$(1-N)(T-x)+Ne(L-x)=0.$$
This is linear in $x$. With $D=1-N+Ne$, which is positive, its only root is
$$x_N=\frac{(1-N)T+NeL}{D}.$$
The root is not the pole, because at $x=T$ the left side of the linear equation equals $Ne(L-T)>0$. We may therefore divide by $T-x$ again, and $x_N$ solves the original equation.

Subtracting $T$ shows what happened to the expected proportionality:
$$x_N-T=N(L-T)\,\frac{e}{1-N+Ne}.$$
The depolarization field of the ionic displacement is screened by the electrons, and the screening factor is $1+N(e-1)$, which itself depends on the shape. The splitting $L-T$ already contains the full screening $e$ of the case $N=1$. Scaling it by $N$ alone therefore screens too strongly, and the last fraction corrects this. That is a physical reading of the formula; the Lean proof uses only the algebra.

To get the excess over the straight line, use $e-D=(1-N)(e-1)$:
$$x_N-[T+N(L-T)]=\frac{N(1-N)(e-1)(L-T)}{D}>0.$$
At $e=1$ the excess vanishes and the straight line is exact. The upper bound follows from
$$L-x_N=\frac{(1-N)(L-T)}{D}>0.$$

For two factors $N<M$, write $D_N$ and $D_M$ for the two denominators. Cross-multiplication gives
$$x_M-x_N=\frac{e(M-N)(L-T)}{D_ND_M}>0,$$
so the resonance rises strictly with the depolarization factor.

The linear equation can also be solved for $N$. If $T<x<L$, then
$$N=\frac{x-T}{(x-T)+e(L-x)},$$
where both terms in the denominator are positive, so $0<N<1$. Each squared frequency between $T$ and $L$ thus belongs to exactly one depolarization factor. It fixes the factor along one axis, while a general ellipsoid has two independent factors.

For the sphere, $N=1/3$ gives $x=(2T+eL)/(e+2)$. When $T>0$, the static dielectric constant is $\varepsilon(0)=eL/T$, which is the Lyddane–Sachs–Teller relation, and the resonance becomes the Fröhlich value
$$x=\frac{T(\varepsilon(0)+2)}{e+2}.$$
In your example $\varepsilon(0)=8$, and $10/6=5/3$ is indeed the correct answer.

Here is the whole argument in Lean.

```lean
import Mathlib

namespace EllipsoidPhononResonance

noncomputable section

/-- Dielectric function of a crystal with one polar phonon, at squared frequency `x ≠ T`.
Here `e` is the high-frequency dielectric constant, and `T` and `L` are the squared
transverse and longitudinal optical frequencies. -/
def dielectric (e T L x : ℝ) : ℝ := e * (L - x) / (T - x)

/-- The squared frequency `x` lies off the pole `T` and satisfies the resonance condition of an
ellipsoid in vacuum with depolarization factor `N` along the field. -/
def IsResonance (e T L N x : ℝ) : Prop :=
  x ≠ T ∧ 1 + N * (dielectric e T L x - 1) = 0

/-- A weighted mean of the squared transverse and longitudinal frequencies, with weights
`1 - N` and `N * e`, defined for `1 - N + N * e ≠ 0`. -/
def resonance (e T L N : ℝ) : ℝ := ((1 - N) * T + N * e * L) / (1 - N + N * e)

/-- In units with vacuum permittivity one, a nonzero internal field `E` can be sustained by its
own depolarization field `-N * P`, without applied field, exactly when `1 + N (ε - 1) = 0`. -/
theorem self_sustained_iff (N ε : ℝ) :
    (∃ E P : ℝ, E ≠ 0 ∧ P = (ε - 1) * E ∧ E = -N * P) ↔ 1 + N * (ε - 1) = 0 := by
  constructor
  · rintro ⟨E, P, hE, hP, h⟩
    -- eliminate the polarization, then cancel the nonzero field
    have h0 : E * (1 + N * (ε - 1)) = 0 := by linear_combination h - N * hP
    exact (mul_eq_zero.mp h0).resolve_left hE
  · intro h
    exact ⟨1, ε - 1, one_ne_zero, by ring, by linear_combination h⟩

/-- The total weight `1 - N + N * e` is positive for `e > 0` and `0 < N < 1`. -/
theorem weight_pos {e N : ℝ} (he : 0 < e) (hN0 : 0 < N) (hN1 : N < 1) :
    0 < 1 - N + N * e := by
  have := mul_pos hN0 he
  linarith

/-- For `T < L`, `e > 0` and `0 < N < 1`, the resonance condition holds at `x` exactly when `x`
is the weighted mean `resonance e T L N`. -/
theorem isResonance_iff {e T L N x : ℝ} (hTL : T < L) (he : 0 < e)
    (hN0 : 0 < N) (hN1 : N < 1) :
    IsResonance e T L N x ↔ x = resonance e T L N := by
  unfold IsResonance resonance dielectric
  rw [eq_div_iff (weight_pos he hN0 hN1).ne']
  constructor
  · rintro ⟨hx, h⟩
    have key : e * (L - x) / (T - x) * (T - x) = e * (L - x) :=
      div_mul_cancel₀ _ (sub_ne_zero.mpr hx.symm)
    linear_combination N * key - (T - x) * h
  · intro h
    -- the root of the linear equation is not the pole
    have hx : x ≠ T := by
      intro hxT
      rw [hxT] at h
      have := mul_pos (mul_pos hN0 he) (sub_pos.2 hTL)
      nlinarith
    have hx' : T - x ≠ 0 := sub_ne_zero.mpr hx.symm
    have key : e * (L - x) / (T - x) * (T - x) = e * (L - x) := div_mul_cancel₀ _ hx'
    refine ⟨hx, mul_right_cancel₀ hx' ?_⟩
    linear_combination N * key - h

/-- Exact excess of the weighted mean over the linear interpolation between the squared
transverse and longitudinal frequencies, for nonzero total weight. -/
theorem resonance_sub_interpolation {e T L N : ℝ} (hD : 1 - N + N * e ≠ 0) :
    resonance e T L N - (T + N * (L - T)) =
      N * (1 - N) * (e - 1) * (L - T) / (1 - N + N * e) := by
  unfold resonance
  rw [eq_div_iff hD, sub_mul, div_mul_cancel₀ _ hD]
  ring

/-- For `T < L` and `e > 0`, the weighted mean increases strictly with the depolarization
factor between zero and one. -/
theorem resonance_strictMonoOn {e T L : ℝ} (hTL : T < L) (he : 0 < e) :
    StrictMonoOn (resonance e T L) (Set.Ioo 0 1) := by
  intro N hN M hM hNM
  unfold resonance
  rw [div_lt_div_iff₀ (weight_pos he hN.1 hN.2) (weight_pos he hM.1 hM.2)]
  -- the cross-multiplied difference is (M - N) e (L - T)
  nlinarith [mul_pos (mul_pos (sub_pos.2 hNM) he) (sub_pos.2 hTL)]

/-- For `T < L` and `e > 1`, the resonance condition for a given depolarization factor `N`, with
`0 < N < 1`, has exactly one solution. This squared frequency increases strictly with `N` and lies
strictly between the linear interpolation `T + N (L - T)` and `L`. -/
theorem ellipsoid_resonance {e T L : ℝ} (hTL : T < L) (he : 1 < e) :
    (∀ N, 0 < N → N < 1 → ∃! x, IsResonance e T L N x) ∧
    (∀ N M x y, 0 < N → N < M → M < 1 →
      IsResonance e T L N x → IsResonance e T L M y → x < y) ∧
    (∀ N x, 0 < N → N < 1 → IsResonance e T L N x →
      T + N * (L - T) < x ∧ x < L) := by
  have he0 : 0 < e := by linarith
  refine ⟨?_, ?_, ?_⟩
  · intro N h0 h1
    exact ⟨resonance e T L N, (isResonance_iff hTL he0 h0 h1).2 rfl,
      fun y hy => (isResonance_iff hTL he0 h0 h1).1 hy⟩
  · intro N M x y h0 hNM h1 hx hy
    rw [(isResonance_iff hTL he0 h0 (hNM.trans h1)).1 hx,
      (isResonance_iff hTL he0 (h0.trans hNM) h1).1 hy]
    exact resonance_strictMonoOn hTL he0 ⟨h0, hNM.trans h1⟩ ⟨h0.trans hNM, h1⟩ hNM
  · intro N x h0 h1 hx
    have hD := weight_pos he0 h0 h1
    rw [(isResonance_iff hTL he0 h0 h1).1 hx]
    constructor
    · -- the excess over the interpolation is positive because e > 1
      have hpos : 0 < N * (1 - N) * (e - 1) * (L - T) / (1 - N + N * e) :=
        div_pos (mul_pos (mul_pos (mul_pos h0 (sub_pos.2 h1)) (sub_pos.2 he))
          (sub_pos.2 hTL)) hD
      rw [← resonance_sub_interpolation hD.ne'] at hpos
      linarith
    · unfold resonance
      rw [div_lt_iff₀ hD]
      nlinarith [mul_pos (sub_pos.2 h1) (sub_pos.2 hTL)]

/-- For `e > 0`, every squared frequency strictly between `T` and `L` is the resonance for
exactly one depolarization factor between zero and one. -/
theorem shape_from_frequency {e T L x : ℝ} (he : 0 < e) (hT : T < x) (hL : x < L) :
    ∃! N, (0 < N ∧ N < 1) ∧ IsResonance e T L N x := by
  have hTL : T < L := hT.trans hL
  have hp : 0 < e * (L - x) := mul_pos he (sub_pos.2 hL)
  have hS : 0 < x - T + e * (L - x) := by linarith
  -- the resonance condition is also linear in N
  obtain ⟨N, h0, h1, hNS⟩ : ∃ N : ℝ, 0 < N ∧ N < 1 ∧
      N * (x - T + e * (L - x)) = x - T :=
    ⟨(x - T) / (x - T + e * (L - x)), div_pos (sub_pos.2 hT) hS,
      (div_lt_one hS).2 (by linarith), div_mul_cancel₀ _ hS.ne'⟩
  refine ⟨N, ⟨⟨h0, h1⟩, (isResonance_iff hTL he h0 h1).2 ?_⟩, ?_⟩
  · unfold resonance
    rw [eq_div_iff (weight_pos he h0 h1).ne']
    linear_combination -hNS
  · rintro M ⟨⟨hM0, hM1⟩, hM⟩
    have h := (isResonance_iff hTL he hM0 hM1).1 hM
    unfold resonance at h
    rw [eq_div_iff (weight_pos he hM0 hM1).ne'] at h
    apply mul_right_cancel₀ hS.ne'
    linear_combination -h - hNS

/-- Fröhlich resonance of a sphere, `N = 1/3`, for `0 < T < L` and `e > 0`: the squared frequency
is `T (ε(0) + 2) / (e + 2)`, with `ε(0)` the static dielectric constant. -/
theorem froehlich_sphere {e T L x : ℝ} (hT : 0 < T) (hTL : T < L) (he : 0 < e) :
    IsResonance e T L (1 / 3) x ↔ x = T * (dielectric e T L 0 + 2) / (e + 2) := by
  have h3 : (0 : ℝ) < 1 / 3 := by norm_num
  have h3' : (1 / 3 : ℝ) < 1 := by norm_num
  -- the Lyddane-Sachs-Teller relation
  have hLST : T * dielectric e T L 0 = e * L := by
    unfold dielectric
    rw [sub_zero, sub_zero]
    exact mul_div_cancel₀ _ hT.ne'
  have hres : resonance e T L (1 / 3) = (e * L + T * 2) / (e + 2) := by
    unfold resonance
    rw [div_eq_div_iff (weight_pos he h3 h3').ne' (by positivity)]
    ring
  rw [isResonance_iff hTL he h3 h3', mul_add, hLST, hres]

end

end EllipsoidPhononResonance
```

```lean
#print axioms EllipsoidPhononResonance.self_sustained_iff
-- 'EllipsoidPhononResonance.self_sustained_iff' depends on axioms: [propext, Classical.choice, Quot.sound]
#print axioms EllipsoidPhononResonance.ellipsoid_resonance
-- 'EllipsoidPhononResonance.ellipsoid_resonance' depends on axioms: [propext, Classical.choice, Quot.sound]
#print axioms EllipsoidPhononResonance.shape_from_frequency
-- 'EllipsoidPhononResonance.shape_from_frequency' depends on axioms: [propext, Classical.choice, Quot.sound]
#print axioms EllipsoidPhononResonance.froehlich_sphere
-- 'EllipsoidPhononResonance.froehlich_sphere' depends on axioms: [propext, Classical.choice, Quot.sound]
```

### What the Lean statements say about the ellipsoid

All quantities are real numbers. `dielectric e T L x` is $\varepsilon(x)$, and its arguments `T`, `L` and `x` are squared frequencies. `IsResonance e T L N x` has two parts: $x$ is not the pole, and the resonance equation holds. Lean sets a quotient with denominator zero to zero, so the first part excludes the pole, where the value of the formula has no physical meaning.

The main theorem is `ellipsoid_resonance`, with the hypotheses $T<L$ and $e>1$. It has three clauses:

- For every $N$ with $0<N<1$ there is exactly one resonance $x$; this is the quantifier `∃!`.
- If $0<N<M<1$, and $x$ and $y$ are resonances for $N$ and $M$, then $x<y$.
- Any resonance for $0<N<1$ satisfies $T+N(L-T)<x$ and $x<L$.

None of these clauses mentions the closed formula $x_N$, which the file calls `resonance`. They speak directly about solutions of the physical condition. The theorem does not require $T>0$, although a stable crystal has it.

`self_sustained_iff` connects that condition to electrostatics. Its left side says that numbers $E\neq0$ and $P$ exist with $P=(\varepsilon-1)E$ and $E=-NP$. The uniform internal field and the depolarization law $-NP$ are put in as physics; they are not derived from Poisson's equation for an ellipsoid.

`shape_from_frequency` states the inverse result for $e>0$ and $T<x<L$: exactly one $N$ between zero and one has $x$ as its resonance. `froehlich_sphere` says that for $0<T<L$ and $e>0$, a number $x$ is a resonance at $N=1/3$ exactly when it equals the Fröhlich value, with `dielectric e T L 0` as $\varepsilon(0)$.

The model limits the use of the result. It assumes a particle much smaller than the wavelength but large enough for a local bulk dielectric function, an isotropic response, vacuum outside, one polar phonon and no damping. It treats only uniform polarization along a principal axis, so "exactly one" counts neither the other axes nor modes with a nonuniform field. Within this model, bulk values of $T$, $L$ and $e$ from perturbation theory, together with the depolarization factor $N$ along a principal axis, give the nanocrystal line for that axis without a further phonon calculation.

### From the linear equation to the three clauses

`self_sustained_iff` is proved in both directions as above. The forward direction combines the two field relations into $E\,[1+N(\varepsilon-1)]=0$ and cancels $E$; the reverse direction supplies $E=1$. The later proofs start from the resonance equation and do not use this lemma.

`weight_pos` proves $D>0$. The central lemma, `isResonance_iff`, then shows that being a resonance is equivalent to being equal to $x_N$. The rewrite with `eq_div_iff` replaces $x=x_N$ by $xD=(1-N)T+NeL$. In the forward direction, `key` records that multiplying $\varepsilon(x)$ by $T-x$ leaves $e(L-x)$, and `linear_combination` carries out the clearing of the denominator. In the reverse direction, the proof first rules out $x=T$ with the positive product $Ne(L-T)$. It then uses `mul_right_cancel₀` to cancel the factor $T-x$ and recover the resonance equation.

`resonance_sub_interpolation` is the exact formula for the excess. After the denominator has been cleared, `ring` verifies the remaining polynomial identity. `resonance_strictMonoOn` compares the two fractions by cross-multiplication through `div_lt_div_iff₀`, and `nlinarith` receives the positive product $(M-N)e(L-T)$, which is the numerator found above.

In `ellipsoid_resonance`, each clause uses `isResonance_iff` to pass from a solution to the closed formula. Existence and uniqueness follow from the two directions of that equivalence, and the ordering follows from strict monotonicity. For the lower bound, `hpos` states that the excess is positive, which is where $e>1$ enters; the other two clauses and the upper bound need only $e>0$. The upper bound is reduced to a polynomial inequality by multiplying by $D$, and the positive product $(1-N)(L-T)$ settles it.

`shape_from_frequency` supplies the explicit quotient for $N$ and checks that it lies between zero and one. For uniqueness, any other admissible factor $M$ satisfies the same linear equation, whose coefficient $(x-T)+e(L-x)$ is positive and can be cancelled. Finally, `froehlich_sphere` proves $T\varepsilon(0)=eL$ as `hLST`, simplifies the closed formula at $N=1/3$ as `hres`, and combines the two with `isResonance_iff`.
